# For basis functions with integrable products, a positive semidefinite P gives a nonnegative density with integral tr(PS)

Let $\chi_i$ be finitely many real functions on a measure space whose pairwise products are integrable, with overlaps $S_{ij}=\int\chi_i\chi_j\,d\mu$, and let $P$ be a real positive semidefinite matrix. Then the density

$$\rho(x)=\sum_{ij}P_{ij}\,\chi_i(x)\chi_j(x)$$

is nonnegative at every point and integrable, and $\int\rho\,d\mu=\operatorname{tr}(PS)$. In electronic structure this is the electron count of a density expanded in a finite real basis, which need not be orthogonal.

The density is the diagonal $\rho(x)=\gamma(x,x)$ of the real-space density matrix

$$\gamma(x,y)=\sum_{ij}P_{ij}\,\chi_i(x)\chi_j(y).$$

Positive semidefiniteness here includes symmetry of $P$. Diagonalising $P=\sum_k p_k c_kc_k^T$ with $p_k\ge 0$ makes $\rho$ a sum of squared functions with weights $p_k$. In a non-orthogonal basis these eigenvalues are in general not the occupation numbers. For linearly independent basis functions the occupation numbers are the eigenvalues of $S^{1/2}PS^{1/2}$, which are nonnegative too.

## Derivation by hand

**Sign and integral.** Collect the basis values at $x$ in a vector $\chi(x)$. Then $\gamma(x,y)=\chi(x)^TP\chi(y)$, so $\rho(x)=\chi(x)^TP\chi(x)\ge 0$. The density is a finite linear combination of the integrable products $\chi_i\chi_j$, hence integrable, and the integral can be taken term by term:

$$\int\rho\,d\mu=\sum_{ij}P_{ij}S_{ij}=\sum_{ij}P_{ij}S_{ji}=\operatorname{tr}(PS).$$

The middle step uses $S_{ij}=S_{ji}$, which holds because $\chi_i\chi_j=\chi_j\chi_i$.

**Off-diagonal bound.** Apply positivity to the vector $t\chi(x)+\chi(y)$ with $t$ real. Since $P$ is symmetric, $\gamma(y,x)=\gamma(x,y)$, and

$$0\le\rho(x)\,t^2+2\gamma(x,y)\,t+\rho(y)\quad\text{for all }t.$$

A quadratic that is never negative has discriminant at most zero, so $4\gamma(x,y)^2-4\rho(x)\rho(y)\le 0$, or $\gamma(x,y)^2\le\rho(x)\rho(y)$. If $\rho(x)=0$, the expression is linear in $t$ and can stay nonnegative only when $\gamma(x,y)=0$, so the bound still holds.

**Composition.** Write $\gamma_P$ and $\gamma_Q$ for the kernels of two real matrices. Put $a^T=\chi(x)^TP$ and $b=Q\chi(y)$. Then

$$\int\gamma_P(x,z)\gamma_Q(z,y)\,d\mu(z)=\int\sum_{ij}a_ib_j\,\chi_i(z)\chi_j(z)\,d\mu(z)=a^TSb=\chi(x)^TPSQ\,\chi(y),$$

which is the kernel of $PSQ$. No positivity is needed.

**Closed shell.** Let the columns of $C$ hold the coefficients of $N$ orbitals. The entries of $C^TSC$ are the overlaps of these orbitals, so orthonormality reads $C^TSC=1$. It follows that

$$CC^T\,S\,CC^T=C\,(C^TSC)\,C^T=CC^T,$$

and the kernel of $CC^T$ reproduces itself under composition. With two electrons per orbital the matrix is $2CC^T$, and cyclicity of the trace gives $\operatorname{tr}(2CC^TS)=2\operatorname{tr}(C^TSC)=2N$.

**One basis function.** Here $P$ is a number $p\ge 0$, and $\rho=p\chi^2$ integrates to $pS$. The off-diagonal bound becomes an equality. If one normalised orbital holds two electrons, then $C^2S=1$ and $p=2C^2=2/S$, so the density integrates to 2.

## Kernel, density and overlap in Lean

The type `α` is the space of points, `ι` labels the basis functions and `n` labels the orbitals; the last two are finite. The space may be three-dimensional with Lebesgue measure, a lattice with counting measure, or any other measure space.

```lean
import Mathlib

open MeasureTheory Matrix

namespace RealSpaceDensityMatrix

noncomputable section

variable {α ι n : Type*} [MeasurableSpace α] [Fintype ι] [Fintype n]
```

The kernel is defined for any real matrix `P`. Positivity enters later, as a hypothesis of the theorems that use it.

```lean
/-- The real-space density matrix `γ(x, y) = ∑ P i j χ_i(x) χ_j(y)`. -/
def densityMatrix (P : Matrix ι ι ℝ) (χ : ι → α → ℝ) (x y : α) : ℝ :=
  ∑ i, ∑ j, P i j * (χ i x * χ j y)

/-- The density `ρ(x) = γ(x, x)`, the diagonal of the density matrix. -/
def density (P : Matrix ι ι ℝ) (χ : ι → α → ℝ) (x : α) : ℝ :=
  densityMatrix P χ x x
```

The overlap matrix is computed from actual integrals and is not a separate input. Lean assigns the value zero to the integral of a non-integrable function, so these entries mean overlaps only under the integrability hypothesis `hχ`, which the general theorems below about integrals assume and the final example proves.

```lean
/-- The overlap matrix `S i j = ∫ χ_i χ_j` of the basis functions,
meant for functions whose pairwise products are integrable. -/
def overlap (μ : Measure α) (χ : ι → α → ℝ) : Matrix ι ι ℝ :=
  Matrix.of fun i j => ∫ x, χ i x * χ j x ∂μ
```

## The bilinear form and the off-diagonal bound

The first lemma is the identity $\gamma(x,y)=\chi(x)^TP\chi(y)$. The symbol `⬝ᵥ` is the dot product and `*ᵥ` applies a matrix to a vector.

```lean
omit [MeasurableSpace α] in
/-- The density matrix is the bilinear form of `P` in the values of the basis functions
at the two points. -/
theorem densityMatrix_eq (P : Matrix ι ι ℝ) (χ : ι → α → ℝ) (x y : α) :
    densityMatrix P χ x y = (fun i => χ i x) ⬝ᵥ P *ᵥ (fun j => χ j y) := by
  simp only [densityMatrix, dotProduct, Matrix.mulVec, Finset.mul_sum]
  refine Finset.sum_congr rfl fun i _ => Finset.sum_congr rfl fun j _ => ?_
  ring
```

The next theorem is $\gamma(x,y)^2\le\rho(x)\rho(y)$. Its proof has the three steps of the derivation: `hsymm` is the symmetry of the kernel, `hquad` is the quadratic inequality in $t$, and `discrim_le_zero` supplies the sign of the discriminant, including the case of a vanishing leading coefficient.

```lean
omit [MeasurableSpace α] in
/-- For positive semidefinite `P` the off-diagonal density matrix is bounded by the densities
at its two points: `γ(x, y)² ≤ ρ(x) ρ(y)`. -/
theorem densityMatrix_sq_le {P : Matrix ι ι ℝ} (hP : P.PosSemidef) (χ : ι → α → ℝ)
    (x y : α) : densityMatrix P χ x y ^ 2 ≤ density P χ x * density P χ y := by
  -- the density matrix is symmetric
  have hsymm : densityMatrix P χ y x = densityMatrix P χ x y := by
    unfold densityMatrix
    rw [Finset.sum_comm]
    refine Finset.sum_congr rfl fun i _ => Finset.sum_congr rfl fun j _ => ?_
    have h : P j i = P i j := by simpa using hP.isHermitian.apply i j
    rw [h]
    ring
  -- positivity on the vector t χ(x) + χ(y), for every real t
  have hquad : ∀ t : ℝ, 0 ≤ density P χ x * (t * t)
      + (2 * densityMatrix P χ x y) * t + density P χ y := by
    intro t
    have h := hP.dotProduct_mulVec_nonneg (t • (fun i => χ i x) + (fun i => χ i y))
    simp only [star_trivial, Matrix.mulVec_add, Matrix.mulVec_smul, dotProduct_add,
      add_dotProduct, smul_dotProduct, dotProduct_smul, smul_eq_mul,
      ← densityMatrix_eq] at h
    rw [hsymm] at h
    unfold density
    linarith
  have hd := discrim_le_zero hquad
  unfold discrim at hd
  linarith
```

## Integrating the density

Integrability passes from the products $\chi_i\chi_j$ to their finite linear combination.

```lean
/-- If the pairwise products of the basis functions are integrable, so is the density. -/
theorem integrable_density {μ : Measure α} {χ : ι → α → ℝ}
    (hχ : ∀ i j, Integrable (fun x => χ i x * χ j x) μ) (P : Matrix ι ι ℝ) :
    Integrable (density P χ) μ := by
  change Integrable (fun x => ∑ i, ∑ j, P i j * (χ i x * χ j x)) μ
  exact integrable_finsetSum _ fun i _ =>
    integrable_finsetSum _ fun j _ => (hχ i j).const_mul _
```

The integral is then moved inside both sums, first over `i` and then over `j`, and the constant `P i j` is taken out.

```lean
/-- If the pairwise products of the basis functions are integrable, the density integrates
to the sum of the entries of `P` weighted by the overlaps. -/
theorem integral_density {μ : Measure α} {χ : ι → α → ℝ}
    (hχ : ∀ i j, Integrable (fun x => χ i x * χ j x) μ) (P : Matrix ι ι ℝ) :
    ∫ x, density P χ x ∂μ = ∑ i, ∑ j, P i j * overlap μ χ i j := by
  change ∫ x, (∑ i, ∑ j, P i j * (χ i x * χ j x)) ∂μ = _
  have hterm : ∀ i j, Integrable (fun x => P i j * (χ i x * χ j x)) μ :=
    fun i j => (hχ i j).const_mul _
  have hrow : ∀ i, Integrable (fun x => ∑ j, P i j * (χ i x * χ j x)) μ :=
    fun i => integrable_finsetSum _ fun j _ => hterm i j
  -- exchange the integral with both finite sums
  refine (integral_finsetSum _ fun i _ => hrow i).trans ?_
  refine Finset.sum_congr rfl fun i _ => ?_
  refine (integral_finsetSum _ fun j _ => hterm i j).trans ?_
  exact Finset.sum_congr rfl fun j _ => integral_const_mul _ _
```

To recognise the trace, the proof swaps the indices of the overlap matrix. This holds for every real `P`, symmetric or not.

```lean
/-- If the pairwise products of the basis functions are integrable, the density integrates
to `tr (P S)`. -/
theorem integral_density_eq_trace {μ : Measure α} {χ : ι → α → ℝ}
    (hχ : ∀ i j, Integrable (fun x => χ i x * χ j x) μ) (P : Matrix ι ι ℝ) :
    ∫ x, density P χ x ∂μ = (P * overlap μ χ).trace := by
  rw [integral_density hχ]
  simp only [Matrix.trace, Matrix.diag_apply, Matrix.mul_apply]
  refine Finset.sum_congr rfl fun i _ => Finset.sum_congr rfl fun j _ => ?_
  -- the overlap matrix is symmetric
  have h : overlap μ χ i j = overlap μ χ j i := by
    simp only [overlap, Matrix.of_apply]
    exact integral_congr_ae (.of_forall fun x => mul_comm _ _)
  rw [h]
```

The main theorem joins the three conclusions. Nonnegativity is claimed at every point, not merely almost everywhere, because it comes from the quadratic form at that point. The hypothesis `hP` contains both the symmetry of `P` and the sign of its quadratic form. It sets no upper limit on occupations, so the Pauli bound is not part of the statement. Complex orbitals and infinite basis sets are not covered either.

```lean
/-- For positive semidefinite `P` and basis functions with integrable pairwise products,
the density is nonnegative at every point, integrable, and integrates to `tr (P S)`. -/
theorem density_nonneg_integrable_trace {μ : Measure α} {χ : ι → α → ℝ}
    (hχ : ∀ i j, Integrable (fun x => χ i x * χ j x) μ)
    {P : Matrix ι ι ℝ} (hP : P.PosSemidef) :
    (∀ x, 0 ≤ density P χ x) ∧ Integrable (density P χ) μ ∧
      ∫ x, density P χ x ∂μ = (P * overlap μ χ).trace := by
  refine ⟨fun x => ?_, integrable_density hχ P, integral_density_eq_trace hχ P⟩
  have h := hP.dotProduct_mulVec_nonneg (fun i => χ i x)
  rw [density, densityMatrix_eq]
  simpa only [star_trivial] using h
```

## Composition and closed shells

In the composition theorem the vectors `a` and `b` are those of the derivation. For fixed $x$ and $y$, the integrand as a function of $z$ is the density of the matrix with entries $a_ib_j$, so `integral_density` applies to it directly. The remaining lines regroup the sums into the kernel of `P * overlap μ χ * Q`.

```lean
/-- If the pairwise products of the basis functions are integrable, integrating over the
intermediate point composes the density matrices of `P` and `Q` to that of `P S Q`. -/
theorem integral_densityMatrix_mul {μ : Measure α} {χ : ι → α → ℝ}
    (hχ : ∀ i j, Integrable (fun x => χ i x * χ j x) μ) (P Q : Matrix ι ι ℝ) (x y : α) :
    ∫ z, densityMatrix P χ x z * densityMatrix Q χ z y ∂μ
      = densityMatrix (P * overlap μ χ * Q) χ x y := by
  let a : ι → ℝ := (fun i => χ i x) ᵥ* P
  let b : ι → ℝ := Q *ᵥ (fun i => χ i y)
  -- as a function of z the product is the density of the rank-one matrix a bᵀ
  have hz : ∀ z, densityMatrix P χ x z * densityMatrix Q χ z y
      = density (Matrix.of fun i j => a i * b j) χ z := by
    intro z
    rw [densityMatrix_eq P, densityMatrix_eq Q, Matrix.dotProduct_mulVec]
    change (∑ i, a i * χ i z) * (∑ j, χ j z * b j)
      = ∑ i, ∑ j, (a i * b j) * (χ i z * χ j z)
    rw [Finset.sum_mul_sum]
    refine Finset.sum_congr rfl fun i _ => Finset.sum_congr rfl fun j _ => ?_
    ring
  simp_rw [hz]
  rw [integral_density hχ, densityMatrix_eq, ← Matrix.mulVec_mulVec,
    ← Matrix.mulVec_mulVec, Matrix.dotProduct_mulVec]
  change ∑ i, ∑ j, (a i * b j) * overlap μ χ i j = ∑ i, a i * ∑ j, overlap μ χ i j * b j
  simp only [Finset.mul_sum]
  refine Finset.sum_congr rfl fun i _ => Finset.sum_congr rfl fun j _ => ?_
  ring
```

The closed-shell theorem assumes orthonormal orbitals through `hC`. Its first part inserts $C^TSC=1$ in the middle of the matrix product; its second part uses `Matrix.trace_mul_comm` for cyclicity. Spin appears only as the factor 2, and the orbitals are given: nothing is said about how they were found or whether they minimise an energy.

```lean
/-- For basis functions with integrable pairwise products and orthonormal orbitals,
`Cᵀ S C = 1`, the density matrix of `C Cᵀ` reproduces itself under composition, and the
closed-shell density of `2 C Cᵀ` integrates to twice the number of orbitals. -/
theorem closed_shell [DecidableEq n] {μ : Measure α} {χ : ι → α → ℝ}
    (hχ : ∀ i j, Integrable (fun x => χ i x * χ j x) μ)
    {C : Matrix ι n ℝ} (hC : Cᵀ * overlap μ χ * C = 1) :
    (∀ x y, ∫ z, densityMatrix (C * Cᵀ) χ x z * densityMatrix (C * Cᵀ) χ z y ∂μ
      = densityMatrix (C * Cᵀ) χ x y) ∧
    ∫ x, density ((2 : ℝ) • (C * Cᵀ)) χ x ∂μ = 2 * (Fintype.card n : ℝ) := by
  constructor
  · intro x y
    have h : C * Cᵀ * overlap μ χ * (C * Cᵀ) = C * Cᵀ := by
      calc C * Cᵀ * overlap μ χ * (C * Cᵀ)
          = C * (Cᵀ * overlap μ χ * C) * Cᵀ := by simp only [Matrix.mul_assoc]
        _ = C * Cᵀ := by rw [hC, Matrix.mul_one]
    rw [integral_densityMatrix_mul hχ, h]
  · -- cyclicity of the trace brings in the orbital overlap
    rw [integral_density_eq_trace hχ, Matrix.smul_mul, Matrix.trace_smul,
      Matrix.mul_assoc, Matrix.trace_mul_comm, hC, Matrix.trace_one, smul_eq_mul]
```

The last theorem exhibits a non-orthogonal basis that meets both hypotheses. On two points with counting measure, take $\chi_0=(1,0)$ and $\chi_1=(1,1)$. Then

$$S=\begin{pmatrix}1&1\\1&2\end{pmatrix},\qquad C=\begin{pmatrix}-1\\1\end{pmatrix},\qquad C^TSC=1-2+2=1.$$

The orbital is $\chi_1-\chi_0=(0,1)$, and its closed-shell density $(0,2)$ sums to 2.

```lean
/-- On two points with counting measure, the non-orthogonal functions `(1, 0)` and `(1, 1)`
have integrable products, and the orbital with coefficients `(-1, 1)` is normalised. -/
theorem closed_shell_witness :
    (∀ i j, Integrable (fun x => (![![1, 0], ![1, 1]] : Fin 2 → Fin 2 → ℝ) i x
      * (![![1, 0], ![1, 1]] : Fin 2 → Fin 2 → ℝ) j x) Measure.count) ∧
    (!![-1; 1] : Matrix (Fin 2) (Fin 1) ℝ)ᵀ
      * overlap Measure.count (![![1, 0], ![1, 1]] : Fin 2 → Fin 2 → ℝ)
      * (!![-1; 1] : Matrix (Fin 2) (Fin 1) ℝ) = 1 := by
  refine ⟨fun i j => Integrable.of_finite, ?_⟩
  ext i j
  fin_cases i
  fin_cases j
  norm_num [overlap, integral_count, Matrix.mul_apply, Fin.sum_univ_succ]

end

end RealSpaceDensityMatrix
```

```lean
#print axioms RealSpaceDensityMatrix.densityMatrix_sq_le
#print axioms RealSpaceDensityMatrix.density_nonneg_integrable_trace
#print axioms RealSpaceDensityMatrix.closed_shell
```

```
'RealSpaceDensityMatrix.densityMatrix_sq_le' depends on axioms: [propext, Classical.choice, Quot.sound]
'RealSpaceDensityMatrix.density_nonneg_integrable_trace' depends on axioms: [propext, Classical.choice, Quot.sound]
'RealSpaceDensityMatrix.closed_shell' depends on axioms: [propext, Classical.choice, Quot.sound]
```

## Electron count on a quadrature grid

A density-functional code with a finite real basis typically evaluates $\rho$ at grid points $x_g$ and integrates with weights $w_g$. When the weights are nonnegative, the grid is itself a measure space, and the trace formula applies to it with the overlap matrix

$$S^{\text{grid}}_{ij}=\sum_g w_g\,\chi_i(x_g)\chi_j(x_g).$$

The grid sum of the density is therefore $\operatorname{tr}(PS^{\text{grid}})$, while the count from the true overlaps is $\operatorname{tr}(PS)$. Their difference, $\operatorname{tr}\big(P(S^{\text{grid}}-S)\big)$, measures the quadrature error in the electron number. A small value does not by itself show that other integrals on the same grid are accurate.

For a closed-shell determinant, the stored matrix is often $D=2CC^T$. The self-reproducing property then takes the form $DSD=2D$, which can be tested with two matrix products.
